# In a coherent state, the moments of the number operator are Poisson moments

How many quanta does a coherent state of one harmonic mode contain, and how widely does that number spread? The calculation uses a lowering operator and a raising operator, which are unbounded, so the first choice is the space on which they act. Here both are linear maps defined on all of a complex inner-product space $E$, which need not be complete. Every product such as $(ba)^m$ is then defined on every vector, and no domains have to be tracked.

Completeness has to be left out for a reason known from functional analysis: on a nonzero complete space an everywhere-defined adjoint pair is bounded, and bounded operators never satisfy $ab-ba=1$. The space to have in mind is that of the Schwartz functions with the $L^2$ inner product. It contains the Gaussian coherent states, and both ladder operators map it into itself. Verifying this for the actual oscillator is the step from the model to the physical system that remains to be supplied.

```lean
import Mathlib

open scoped InnerProductSpace

/-! Number statistics of a coherent state. The operators are defined on the whole of a space that
need not be complete, such as the Schwartz functions with the `L²` inner product; that instance
is not constructed here. -/

namespace CoherentNumberStatistics

noncomputable section

variable {E : Type*} [NormedAddCommGroup E] [InnerProductSpace ℂ E]
```

## Operators, state and weights

The lowering operator is `a`. The raising operator, usually written $a^\dagger$, is `b`. Both have type `Module.End ℂ E`, where `*` is composition and `1` is the identity. Three hypotheses recur:

- `hadj` says $\langle au,w\rangle=\langle u,bw\rangle$ for all $u,w$, so that $b$ acts as the adjoint of $a$.
- `hab` says $ab-ba=1$. This is the canonical commutation relation of position and momentum, written for dimensionless ladder operators.
- `hz` says $av=zv$. The vector $v$ is the coherent state, often written $|\alpha\rangle$, and the complex number $z$ is its amplitude $\alpha$.

Where needed, `hv` adds $\|v\|=1$. The inner product is linear in its second argument, as in Dirac notation. The number operator is $N=ba$.

```lean
/-- The number operator `N = b a`, built from the lowering operator `a` and the raising
operator `b`. -/
def number (a b : Module.End ℂ E) : Module.End ℂ E := b * a
```

The comparison distribution gives the count $k=0,1,2,\dots$ the weight
$$w_r(k)=e^{-r}\,\frac{r^k}{k!}.$$
The definition accepts any real $r$. The weights are probabilities for $r\ge 0$, and $r=|z|^2$ is the value used below.

```lean
/-- The Poisson weight `exp(-r) r^k / k!` of the count `k` for the parameter `r`. -/
def poissonWeight (r : ℝ) (k : ℕ) : ℝ := Real.exp (-r) * (r ^ k / (k.factorial : ℝ))
```

## From the commutator to a recursion for the moments

Since $ab=ba+1$,
$$aN=aba=(ba+1)a=(N+1)a.$$
If $aN^m=(N+1)^m a$ holds for some $m$, then
$$aN^{m+1}=(N+1)^m aN=(N+1)^{m+1}a.$$
The case $m=0$ is immediate, so the relation holds for every $m$. In the code, `h1` is the one-step relation, and the induction moves $a$ through one further factor at a time.

```lean
/-- If `ab - ba = 1`, moving the lowering operator through a power of `N` raises `N` by one:
`a N^m = (N + 1)^m a`. -/
theorem lower_number_pow {a b : Module.End ℂ E} (hab : a * b - b * a = 1) (m : ℕ) :
    a * number a b ^ m = (number a b + 1) ^ m * a := by
  have h : a * b = b * a + 1 := sub_eq_iff_eq_add'.mp hab
  have h1 : a * number a b = (number a b + 1) * a := by
    unfold number
    rw [← mul_assoc, h]
  induction m with
  | zero => simp
  | succ m ih => rw [pow_succ, ← mul_assoc, ih, mul_assoc, h1, ← mul_assoc, ← pow_succ]
```

The number operator is symmetric, because both sides reduce to the same inner product:
$$\langle Nu,w\rangle=\langle bau,w\rangle=\langle au,aw\rangle=\langle u,baw\rangle=\langle u,Nw\rangle.$$
The second equality uses the adjoint relation with its two sides conjugated, which is the role of `inner_conj_symm`.

```lean
/-- If `a` and `b` are adjoint to each other, the number operator is symmetric. -/
theorem number_symmetric {a b : Module.End ℂ E} (hadj : ∀ u w, ⟪a u, w⟫_ℂ = ⟪u, b w⟫_ℂ)
    (u w : E) : ⟪number a b u, w⟫_ℂ = ⟪u, number a b w⟫_ℂ := by
  change ⟪b (a u), w⟫_ℂ = ⟪u, b (a w)⟫_ℂ
  rw [← hadj, ← inner_conj_symm, ← hadj, inner_conj_symm]
```

Now let the operators act on the coherent state. The relation above gives $N^{m+1}=b\,aN^m=b(N+1)^m a$, and therefore
$$N^{m+1}v=z\,b(N+1)^m v.$$
Taking the inner product with $v$ and moving $b$ to the left yields
$$\langle v,N^{m+1}v\rangle=z\,\langle av,(N+1)^m v\rangle=z\bar z\,\langle v,(N+1)^m v\rangle=|z|^2\langle v,(N+1)^m v\rangle.$$
The theorem does not require $v$ to be normalised. For $v\neq0$, dividing both sides by $\|v\|^2$ gives the same recursion for the expectation values. In the code, `e` is the operator identity and `h` is its action on $v$; the last rewriting produces $\bar z z=|z|^2$.

```lean
/-- For an adjoint pair with `ab - ba = 1` and a vector with `a v = z v`, the moments of `N`
obey `⟨N^(m+1)⟩ = |z|² ⟨(N + 1)^m⟩`. -/
theorem moment_succ {a b : Module.End ℂ E} (hadj : ∀ u w, ⟪a u, w⟫_ℂ = ⟪u, b w⟫_ℂ)
    (hab : a * b - b * a = 1) {v : E} {z : ℂ} (hz : a v = z • v) (m : ℕ) :
    ⟪v, (number a b ^ (m + 1)) v⟫_ℂ = (‖z‖ : ℂ) ^ 2 * ⟪v, ((number a b + 1) ^ m) v⟫_ℂ := by
  have e : number a b ^ (m + 1) = b * ((number a b + 1) ^ m * a) := by
    rw [pow_succ', ← lower_number_pow hab m, number, mul_assoc]
  have h : (number a b ^ (m + 1)) v = z • b (((number a b + 1) ^ m) v) := by
    rw [e]
    simp only [Module.End.mul_apply, hz, map_smul]
  -- the raising operator acts to the left as the conjugate eigenvalue
  rw [h, inner_smul_right, ← hadj, hz, inner_smul_left, ← mul_assoc, mul_comm z,
    Complex.conj_mul']
```

## Mean, second moment and variance

For $m=0$ and a unit vector, the recursion gives
$$\langle v,Nv\rangle=|z|^2\langle v,v\rangle=|z|^2.$$
The Lean equation is between complex numbers, with `(‖z‖ : ℂ)` denoting the modulus of $z$ regarded as a complex number.

```lean
/-- For an adjoint pair with `ab - ba = 1` and a unit vector with `a v = z v`, the mean of the
number operator is `|z|²`. -/
theorem mean_number {a b : Module.End ℂ E} (hadj : ∀ u w, ⟪a u, w⟫_ℂ = ⟪u, b w⟫_ℂ)
    (hab : a * b - b * a = 1) {v : E} {z : ℂ} (hz : a v = z • v) (hv : ‖v‖ = 1) :
    ⟪v, number a b v⟫_ℂ = (‖z‖ : ℂ) ^ 2 := by
  have h := moment_succ hadj hab hz 0
  simpa [inner_self_eq_norm_sq_to_K, hv] using h
```

For $m=1$ it gives
$$\langle v,N^2v\rangle=|z|^2\bigl(\langle v,Nv\rangle+\langle v,v\rangle\bigr)=|z|^2(|z|^2+1)=|z|^4+|z|^2.$$

```lean
/-- For an adjoint pair with `ab - ba = 1` and a unit vector with `a v = z v`, the second moment
of the number operator is `|z|⁴ + |z|²`. -/
theorem second_moment_number {a b : Module.End ℂ E}
    (hadj : ∀ u w, ⟪a u, w⟫_ℂ = ⟪u, b w⟫_ℂ)
    (hab : a * b - b * a = 1) {v : E} {z : ℂ} (hz : a v = z • v) (hv : ‖v‖ = 1) :
    ⟪v, (number a b ^ 2) v⟫_ℂ = (‖z‖ : ℂ) ^ 4 + (‖z‖ : ℂ) ^ 2 := by
  have hvv : ⟪v, v⟫_ℂ = 1 := by simp [inner_self_eq_norm_sq_to_K, hv]
  have h : ⟪v, (number a b ^ 2) v⟫_ℂ
      = (‖z‖ : ℂ) ^ 2 * ⟪v, ((number a b + 1) ^ 1 : Module.End ℂ E) v⟫_ℂ :=
    moment_succ hadj hab hz 1
  rw [h, pow_one, LinearMap.add_apply, Module.End.one_apply, inner_add_right,
    mean_number hadj hab hz hv, hvv]
  ring
```

The variance is stated as the squared length of the vector $(N-|z|^2)v$. Because $N$ is symmetric, this is the usual expression:
$$\|(N-|z|^2)v\|^2=\langle v,N^2v\rangle-2|z|^2\langle v,Nv\rangle+|z|^4=|z|^4+|z|^2-2|z|^4+|z|^4=|z|^2.$$
The step `key` expands the inner product over the complex numbers. The final lines carry the result back to an equation between real numbers.

```lean
/-- For an adjoint pair with `ab - ba = 1` and a unit vector with `a v = z v`, the variance
`‖(N - |z|²) v‖²` of the number operator is `|z|²`. -/
theorem variance_number {a b : Module.End ℂ E} (hadj : ∀ u w, ⟪a u, w⟫_ℂ = ⟪u, b w⟫_ℂ)
    (hab : a * b - b * a = 1) {v : E} {z : ℂ} (hz : a v = z • v) (hv : ‖v‖ = 1) :
    ‖number a b v - ((‖z‖ : ℂ) ^ 2) • v‖ ^ 2 = ‖z‖ ^ 2 := by
  have hvv : ⟪v, v⟫_ℂ = 1 := by simp [inner_self_eq_norm_sq_to_K, hv]
  have h1 := mean_number hadj hab hz hv
  have h2 : ⟪v, number a b (number a b v)⟫_ℂ = (‖z‖ : ℂ) ^ 4 + (‖z‖ : ℂ) ^ 2 := by
    rw [← second_moment_number hadj hab hz hv, pow_two (number a b), Module.End.mul_apply]
  have key : ⟪number a b v - ((‖z‖ : ℂ) ^ 2) • v, number a b v - ((‖z‖ : ℂ) ^ 2) • v⟫_ℂ
      = (‖z‖ : ℂ) ^ 2 := by
    simp only [inner_sub_left, inner_sub_right, inner_smul_left, inner_smul_right,
      number_symmetric hadj v, h2, h1, hvv, map_pow, Complex.conj_ofReal]
    ring
  have e := inner_self_eq_norm_sq_to_K (𝕜 := ℂ) (number a b v - ((‖z‖ : ℂ) ^ 2) • v)
  apply Complex.ofReal_injective
  rw [Complex.ofReal_pow, Complex.ofReal_pow]
  exact e.symm.trans key
```

## The same recursion for the Poisson weights

The weights satisfy
$$(k+1)\,w_r(k+1)=r\,w_r(k).$$
The term $k=0$ contributes nothing to a moment of order $m+1$, so the summation index can be shifted:
$$\sum_{k\ge0}w_r(k)\,k^{m+1}=\sum_{k\ge0}w_r(k+1)(k+1)^{m+1}=r\sum_{k\ge0}w_r(k)(k+1)^m.$$
`HasSum f S` means that the series with terms `f` converges and has sum `S`. The lemma assumes this for the series on the right and derives it for the one on the left. Its local statement `step` is the relation between neighbouring weights.

```lean
/-- The Poisson distribution obeys the same recursion: if its mean of `(k + 1)^m` is `S`, then
its mean of `k^(m+1)` is `r S`. -/
theorem poisson_moment_succ (r : ℝ) (m : ℕ) {S : ℂ}
    (h : HasSum (fun k : ℕ => (poissonWeight r k : ℂ) * ((k : ℂ) + 1) ^ m) S) :
    HasSum (fun k : ℕ => (poissonWeight r k : ℂ) * (k : ℂ) ^ (m + 1)) (r * S) := by
  have step : ∀ k : ℕ, (poissonWeight r (k + 1) : ℂ) * ((k : ℂ) + 1)
      = r * poissonWeight r k := by
    intro k
    have hk : poissonWeight r (k + 1) * ((k : ℝ) + 1) = r * poissonWeight r k := by
      unfold poissonWeight
      rw [Nat.factorial_succ, pow_succ]
      push_cast
      field_simp
    exact_mod_cast hk
  have h' := h.mul_left (r : ℂ)
  have e : (fun k : ℕ => (r : ℂ) * ((poissonWeight r k : ℂ) * ((k : ℂ) + 1) ^ m))
      = fun k : ℕ => (poissonWeight r (k + 1) : ℂ) * ((k + 1 : ℕ) : ℂ) ^ (m + 1) := by
    funext k
    push_cast
    linear_combination (-((k : ℂ) + 1) ^ m) * step k
  rw [e] at h'
  -- the term k = 0 vanishes, so the shifted series has the same sum
  have h0 := (hasSum_nat_add_iff
    (f := fun k : ℕ => (poissonWeight r k : ℂ) * (k : ℂ) ^ (m + 1)) 1).mp h'
  simpa using h0
```

## All moments agree

The two recursions coincide when $r=|z|^2$, so it remains to match the starting values and to express $(N+1)^m$ through lower powers of $N$. For $m=0$ both sides equal one:
$$\sum_{k\ge0}w_r(k)=e^{-r}e^{r}=1=\langle v,v\rangle.$$
Suppose the moments agree for all orders $j\le m$. The binomial expansion then gives
$$\langle v,N^{m+1}v\rangle=r\sum_{j=0}^{m}\binom mj\langle v,N^jv\rangle=r\sum_{k\ge0}w_r(k)\sum_{j=0}^{m}\binom mj k^j=r\sum_{k\ge0}w_r(k)(k+1)^m,$$
and the last expression is the Poisson moment of order $m+1$. Since all lower orders enter, the induction is strong. In the code, `hN` expands the operator power and `e` expands the power of $k+1$ in the series.

The theorem reads: for every natural number $m$, the series $\sum_k w_{|z|^2}(k)\,k^m$ converges to $\langle v,N^mv\rangle$. Convergence is part of the conclusion. The statement concerns moments; number states $|k\rangle$ and the probabilities $|\langle k|v\rangle|^2$ do not enter it. At $z=0$ all the weight lies on $k=0$, with $0^0=1$ in the zeroth moment.

```lean
/-- For an adjoint pair with `ab - ba = 1` and a unit vector with `a v = z v`, every moment
`⟨v, N^m v⟩` is the `m`-th moment of the Poisson distribution with parameter `|z|²`. -/
theorem number_moments_poisson {a b : Module.End ℂ E}
    (hadj : ∀ u w, ⟪a u, w⟫_ℂ = ⟪u, b w⟫_ℂ)
    (hab : a * b - b * a = 1) {v : E} {z : ℂ} (hz : a v = z • v) (hv : ‖v‖ = 1) (m : ℕ) :
    HasSum (fun k : ℕ => (poissonWeight (‖z‖ ^ 2) k : ℂ) * (k : ℂ) ^ m)
      ⟪v, (number a b ^ m) v⟫_ℂ := by
  induction m using Nat.strong_induction_on with
  | _ m ih =>
    cases m with
    | zero =>
      -- normalisation of the Poisson weights
      have hs := (Real.summable_pow_div_factorial (‖z‖ ^ 2)).hasSum
      have he : ∑' n : ℕ, (‖z‖ ^ 2) ^ n / (n.factorial : ℝ) = Real.exp (‖z‖ ^ 2) := by
        rw [Real.exp_eq_exp_ℝ, NormedSpace.exp_eq_tsum_div]
      rw [he] at hs
      have h1 := hs.mul_left (Real.exp (-‖z‖ ^ 2))
      rw [← Real.exp_add, neg_add_cancel, Real.exp_zero] at h1
      have h2 := Complex.ofRealCLM.hasSum h1
      simpa [poissonWeight, inner_self_eq_norm_sq_to_K, hv] using h2
    | succ m =>
      have hN : (number a b + 1) ^ m
          = ∑ j ∈ Finset.range (m + 1), (m.choose j : ℂ) • number a b ^ j := by
        rw [(Commute.one_right (number a b)).add_pow]
        refine Finset.sum_congr rfl fun j _ => ?_
        rw [one_pow, mul_one, Nat.cast_smul_eq_nsmul ℂ, nsmul_eq_mul]
        exact (Nat.cast_commute _ _).eq.symm
      have h := hasSum_sum (s := Finset.range (m + 1)) fun j hj =>
        (ih j (Finset.mem_range.mp hj)).mul_left (m.choose j : ℂ)
      have e : (fun k : ℕ => (poissonWeight (‖z‖ ^ 2) k : ℂ) * ((k : ℂ) + 1) ^ m)
          = fun k : ℕ => ∑ j ∈ Finset.range (m + 1),
            (m.choose j : ℂ) * ((poissonWeight (‖z‖ ^ 2) k : ℂ) * (k : ℂ) ^ j) := by
        funext k
        rw [add_pow, Finset.mul_sum]
        refine Finset.sum_congr rfl fun j _ => ?_
        rw [one_pow]
        ring
      -- both sides obey the same recursion
      rw [moment_succ hadj hab hz, ← Complex.ofReal_pow]
      apply poisson_moment_succ
      rw [e, hN, LinearMap.sum_apply, inner_sum]
      simp only [LinearMap.smul_apply, inner_smul_right]
      exact h
```

## Vibrational quanta after a vertical excitation

These moments occur in vibronic spectroscopy when a single harmonic mode keeps its frequency $\omega$ and only its equilibrium position shifts. Let the shift be $d$ in the dimensionless coordinate $q=x\sqrt{\mu\omega/\hbar}$, where $x$ is the displacement and $\mu$ the reduced mass. Assume that the molecule starts in the vibrational ground state of the initial surface, that the transition dipole is independent of $q$ (the Condon approximation), and that the exciting pulse is too short for the vibrational wavefunction to evolve noticeably during it. The normalised vibrational state on the final surface just after the excitation is then that ground state, and it is an eigenvector of the lowering operator of the final surface, with $z=-d/\sqrt2$. The mean number of quanta is therefore the Huang–Rhys factor $d^2/2$.

For $d=2\sqrt2$ this factor is $4$. The mean vibrational energy above the zero-point level is $4\hbar\omega$, and its standard deviation is $2\hbar\omega$. The next moment follows from the recursion without summing a series:
$$\langle N^3\rangle=4\bigl(\langle N^2\rangle+2\langle N\rangle+1\bigr)=4(20+8+1)=116.$$
The third central moment is then $116-3\cdot4\cdot20+2\cdot4^3=4$. Dividing by the cube of the standard deviation gives a skewness of $4/8=1/2$, so the distribution leans towards a tail at high quantum numbers.

## A sharp number of quanta forces zero amplitude

Suppose the coherent state is also an eigenvector of the number operator, $Nv=cv$. Taking the inner product with $v$ gives $c=|z|^2$. Hence $(N-|z|^2)v=0$ and the variance vanishes. The variance is also $|z|^2$, so $z=0$. A coherent state with nonzero amplitude thus never has a definite number of quanta.

In the code, `h1` identifies $c$ with the mean, and `h2` turns the variance formula into $0=|z|^2$.

```lean
/-- For an adjoint pair with `ab - ba = 1`, a unit vector with `a v = z v` that is also an
eigenvector of the number operator has `z = 0`. -/
theorem eigenvalue_zero_of_number_eigenvector {a b : Module.End ℂ E}
    (hadj : ∀ u w, ⟪a u, w⟫_ℂ = ⟪u, b w⟫_ℂ) (hab : a * b - b * a = 1) {v : E} {z c : ℂ}
    (hz : a v = z • v) (hv : ‖v‖ = 1) (hc : number a b v = c • v) : z = 0 := by
  have hvv : ⟪v, v⟫_ℂ = 1 := by simp [inner_self_eq_norm_sq_to_K, hv]
  have h1 := mean_number hadj hab hz hv
  rw [hc, inner_smul_right, hvv, mul_one] at h1
  -- the number is sharp, so its variance vanishes
  have h2 := variance_number hadj hab hz hv
  rw [hc, h1, sub_self, norm_zero] at h2
  have h3 : ‖z‖ ^ 2 = 0 := by linarith
  exact norm_eq_zero.mp (pow_eq_zero_iff two_ne_zero |>.mp h3)

end

end CoherentNumberStatistics
```

```lean
#print axioms CoherentNumberStatistics.number_moments_poisson
#print axioms CoherentNumberStatistics.eigenvalue_zero_of_number_eigenvector
```

```
'CoherentNumberStatistics.number_moments_poisson' depends on axioms: [propext, Classical.choice, Quot.sound]
'CoherentNumberStatistics.eigenvalue_zero_of_number_eigenvector' depends on axioms: [propext, Classical.choice, Quot.sound]
```
